# The energy barrier of the tilted washboard potential and its three-halves power law near the critical current

Q: Let me fix the terms first. The phase difference $\varphi$ across a Josephson junction moves in $U(\varphi) = -E_J(\cos\varphi + i\,\varphi)$. Here $E_J > 0$ is the coupling energy and $i = I/I_c$ is the bias current in units of the critical current, not the imaginary unit. For $0 < i < 1$ the phase can sit in a well, and the barrier is the climb out of it in the direction of the tilt. Is that what has been formalised?

A: Yes. `washboard EJ i φ` is your $U$, with all three arguments real. The phase lives on the whole line and not on a circle, because the tilt makes $U$ change by $-2\pi E_J i$ per turn.

```lean
import Mathlib

open Real Set Filter Topology

namespace JosephsonWashboard

noncomputable section

/-- The tilted washboard potential of a Josephson phase `φ` with coupling energy `EJ` and
reduced bias current `i`. -/
def washboard (EJ i φ : ℝ) : ℝ := -EJ * (cos φ + i * φ)
```

The barrier is defined as an energy difference between two phases, $\Delta U(i) = U(\pi - \arcsin i) - U(\arcsin i)$. The closed formula is therefore something to prove.

```lean
/-- The energy difference between the phases `π - arcsin i` and `arcsin i`,
for a reduced bias `-1 ≤ i ≤ 1`. -/
def barrier (EJ i : ℝ) : ℝ :=
  washboard EJ i (π - arcsin i) - washboard EJ i (arcsin i)
```

Q: You have put the two phases in by hand. Why should they be the bottom and the top?

A: Start with the slope. Differentiating term by term gives $U'(\varphi) = -E_J(-\sin\varphi + i) = E_J(\sin\varphi - i)$. The Lean proof combines the same derivative rules and lets `ring` tidy the result.

```lean
/-- The slope of the washboard potential is `EJ (sin φ - i)`. -/
theorem hasDerivAt_washboard (EJ i φ : ℝ) :
    HasDerivAt (washboard EJ i) (EJ * (sin φ - i)) φ := by
  have h := ((Real.hasDerivAt_cos φ).fun_add
    ((hasDerivAt_id' φ).const_mul i)).const_mul (-EJ)
  exact h.congr_deriv (by ring)
```

Since $E_J \neq 0$, the slope vanishes exactly when $\sin\varphi = i$. For $-1 \le i \le 1$ the solutions are $\varphi = 2k\pi + \arcsin i$ and $\varphi = (2k+1)\pi - \arcsin i$, with $k$ any integer. Your two phases are the case $k = 0$. The theorem is an equivalence, so it also says that there are no other stationary points. Its proof writes $i$ as $\sin(\arcsin i)$ and applies Mathlib's criterion for two equal sines.

```lean
/-- The stationary phases are exactly `arcsin i` and `π - arcsin i`, up to whole turns. -/
theorem stationary_iff {EJ i : ℝ} (hE : 0 < EJ) (h1 : -1 ≤ i) (h2 : i ≤ 1) (φ : ℝ) :
    deriv (washboard EJ i) φ = 0 ↔
      ∃ k : ℤ, φ = 2 * k * π + arcsin i ∨ φ = (2 * k + 1) * π - arcsin i := by
  have h : EJ * (sin φ - i) = 0 ↔ sin (arcsin i) = sin φ := by
    rw [Real.sin_arcsin h1 h2, mul_eq_zero, or_iff_right hE.ne', sub_eq_zero]
    exact eq_comm
  rw [(hasDerivAt_washboard EJ i φ).deriv, h, Real.sin_eq_sin_iff]
```

Q: Stationary is not the same as stable.

A: The curvature decides that. We have $U''(\varphi) = E_J\cos\varphi$ and $\cos(\arcsin i) = \sqrt{1-i^2}$, while $\cos(\pi - x) = -\cos x$. The curvature is thus $+E_J\sqrt{1-i^2}$ at $\arcsin i$ and $-E_J\sqrt{1-i^2}$ at $\pi - \arcsin i$. For $E_J > 0$ and $|i| < 1$, the usual second-derivative test reads this as a minimum and a maximum. In Lean, the statement is about the derivative of `deriv (washboard EJ i)`, which the proof first replaces by the explicit slope.

```lean
/-- The curvature of the potential is `EJ √(1 - i²)` at `arcsin i` and the opposite
at `π - arcsin i`. -/
theorem curvature (EJ i : ℝ) :
    HasDerivAt (deriv (washboard EJ i)) (EJ * √(1 - i ^ 2)) (arcsin i) ∧
    HasDerivAt (deriv (washboard EJ i)) (-(EJ * √(1 - i ^ 2))) (π - arcsin i) := by
  have hd : deriv (washboard EJ i) = fun φ => EJ * (sin φ - i) :=
    funext fun φ => (hasDerivAt_washboard EJ i φ).deriv
  have h (x : ℝ) : HasDerivAt (fun φ => EJ * (sin φ - i)) (EJ * cos x) x :=
    ((Real.hasDerivAt_sin x).sub_const i).const_mul EJ
  rw [hd]
  constructor
  · exact (h _).congr_deriv (by rw [Real.cos_arcsin])
  · exact (h _).congr_deriv (by rw [Real.cos_pi_sub, Real.cos_arcsin]; ring)
```

Q: There could still be a higher point between them, and then the difference would not be the height to be climbed.

A: There is none, because $U$ rises strictly all the way. Take $\arcsin i < \varphi < \pi - \arcsin i$. If $\varphi \le \pi/2$, the sine is increasing on $[-\pi/2, \pi/2]$, so $\sin\varphi > \sin(\arcsin i) = i$. If $\varphi \ge \pi/2$, apply the same argument to $\pi - \varphi$, which has the same sine. Either way $U'(\varphi) > 0$. The proof makes this case split with `rcases` and passes from positive slope to strict increase with `strictMonoOn_of_deriv_pos`.

```lean
/-- The potential rises strictly all the way from `arcsin i` to `π - arcsin i`. -/
theorem strictMonoOn_climb {EJ i : ℝ} (hE : 0 < EJ) (h1 : -1 ≤ i) (h2 : i ≤ 1) :
    StrictMonoOn (washboard EJ i) (Icc (arcsin i) (π - arcsin i)) := by
  refine strictMonoOn_of_deriv_pos (convex_Icc _ _)
    (fun x _ => (hasDerivAt_washboard EJ i x).continuousAt.continuousWithinAt) ?_
  intro φ hφ
  rw [interior_Icc] at hφ
  obtain ⟨ha, hb⟩ := hφ
  rw [(hasDerivAt_washboard EJ i φ).deriv]
  -- between the two phases the sine exceeds the bias
  have hs : i < sin φ := by
    have hl := Real.neg_pi_div_two_le_arcsin i
    rcases le_total φ (π / 2) with h | h
    · have := Real.sin_lt_sin_of_lt_of_le_pi_div_two hl h ha
      rwa [Real.sin_arcsin h1 h2] at this
    · have := Real.sin_lt_sin_of_lt_of_le_pi_div_two hl
        (show π - φ ≤ π / 2 by linarith) (by linarith)
      rwa [Real.sin_arcsin h1 h2, Real.sin_pi_sub] at this
  exact mul_pos hE (sub_pos.mpr hs)
```

Q: Then let us have the height itself.

A: Write $a = \arcsin i$. The two energies are

$$U(a) = -E_J\left(\sqrt{1-i^2} + i a\right), \qquad U(\pi - a) = -E_J\left(-\sqrt{1-i^2} + i(\pi - a)\right).$$

Subtracting gives $\Delta U = E_J\left(2\sqrt{1-i^2} - i(\pi - 2a)\right)$. Since $\arccos i = \pi/2 - a$, this is

$$\Delta U(i) = 2E_J\left(\sqrt{1-i^2} - i\arccos i\right).$$

The Lean proof makes the same substitutions. The theorem carries no condition on $i$ because Mathlib continues $\arcsin$ and $\arccos$ as constants beyond $\pm 1$ and sets the square root of a negative number to zero; the physical reading needs $|i| \le 1$.

```lean
/-- The barrier in closed form: `2 EJ (√(1 - i²) - i arccos i)`. -/
theorem barrier_eq (EJ i : ℝ) :
    barrier EJ i = 2 * EJ * (√(1 - i ^ 2) - i * arccos i) := by
  unfold barrier washboard
  rw [Real.cos_pi_sub, Real.cos_arcsin, Real.arccos_eq_pi_div_two_sub_arcsin]
  ring
```

Q: Does it behave at the ends of the range?

A: Without bias the potential is $-E_J\cos\varphi$, and the climb from $\varphi = 0$ to $\varphi = \pi$ costs $2E_J$. At $i = 1$ both phases equal $\pi/2$, the curvature there is zero, and the barrier has gone.

```lean
/-- The barrier is `2 EJ` at zero bias and vanishes at the critical bias `i = 1`. -/
theorem barrier_endpoints (EJ : ℝ) : barrier EJ 0 = 2 * EJ ∧ barrier EJ 1 = 0 := by
  constructor <;> rw [barrier_eq] <;> simp
```

Q: Many of these statements allow negative $i$. Is `barrier` still the escape barrier there?

A: No, and the name should be read with care. For $i < 0$ the potential tilts the other way, and `barrier` measures the climb to the right, against the tilt. The easier escape is to the left, and by mirror symmetry its height is $\Delta U(|i|)$. For your range $0 < i < 1$ the definition gives the lower of the two barriers beside the well.

Q: How does the barrier respond to the current?

A: For $-1 < i < 1$ the two terms have the derivatives

$$\frac{d}{di}\sqrt{1-i^2} = -\frac{i}{\sqrt{1-i^2}}, \qquad \frac{d}{di}\left(i\arccos i\right) = \arccos i - \frac{i}{\sqrt{1-i^2}}.$$

In the difference the square-root terms cancel, which leaves $\Delta U'(i) = -2E_J\arccos i$. In the proof, that cancellation is the final `ring`. The endpoints are excluded because the separate derivatives diverge there.

```lean
/-- The barrier changes with the bias at the rate `-2 EJ arccos i`. -/
theorem hasDerivAt_barrier (EJ : ℝ) {i : ℝ} (h1 : -1 < i) (h2 : i < 1) :
    HasDerivAt (barrier EJ) (-2 * EJ * arccos i) i := by
  have hpos : 1 - i ^ 2 ≠ 0 := by nlinarith
  have hq : HasDerivAt (fun x : ℝ => 1 - x ^ 2) (-(2 * i)) i := by
    simpa using (hasDerivAt_pow 2 i).const_sub 1
  have h := ((hq.sqrt hpos).fun_sub ((hasDerivAt_id' i).fun_mul
    (Real.hasDerivAt_arccos h1.ne' h2.ne))).const_mul (2 * EJ)
  rw [show barrier EJ = _ from funext (barrier_eq EJ)]
  -- the two square-root terms cancel
  exact h.congr_deriv (by ring)
```

Since $\arccos i > 0$ for $i < 1$, the derivative is negative when $E_J > 0$. The barrier is also continuous up to the endpoints, so it decreases strictly on the closed interval $[-1, 1]$, which contains your range. The proof supplies these two facts, continuity and a negative derivative inside, to `strictAntiOn_of_deriv_neg`.

```lean
/-- The barrier is strictly decreasing in the bias on `[-1, 1]`. -/
theorem barrier_strictAntiOn {EJ : ℝ} (hE : 0 < EJ) :
    StrictAntiOn (barrier EJ) (Icc (-1) 1) := by
  have hc : Continuous (barrier EJ) := by
    rw [show barrier EJ = _ from funext (barrier_eq EJ)]
    exact continuous_const.mul ((by fun_prop : Continuous fun i : ℝ => √(1 - i ^ 2)).sub
      (continuous_id.mul Real.continuous_arccos))
  refine strictAntiOn_of_deriv_neg (convex_Icc _ _) hc.continuousOn ?_
  intro x hx
  rw [interior_Icc] at hx
  rw [(hasDerivAt_barrier EJ hx.1 hx.2).deriv]
  have := mul_pos hE (Real.arccos_pos.mpr hx.2)
  linarith
```

Q: Now the part I care about most, the power law near the critical current. Where does the exponent $3/2$ come from?

A: From the way $\arccos i$ vanishes. Put $\theta = \arccos i$, so that $1 - i = 1 - \cos\theta = 2\sin^2(\theta/2)$. For $0 < i < 1$ the sine is positive, hence $\sqrt{1-i} = \sqrt2\,\sin(\theta/2)$ and

$$\frac{\arccos i}{\sqrt{1-i}} = \frac{\theta}{\sqrt2\,\sin(\theta/2)} = \sqrt2\;\frac{\theta/2}{\sin(\theta/2)} \longrightarrow \sqrt2 \quad (i \to 1^-).$$

The slope of the barrier therefore vanishes like $(1-i)^{1/2}$, and the barrier itself carries one power more.

In Lean, `𝓝[<] 1` means that $i$ approaches 1 through values below 1. The last quotient above is the reciprocal of `Real.sinc (arccos i / 2)`, where $\mathrm{sinc}\,x = \sin x/x$ with the value 1 at $x = 0$. Its continuity gives the limit $\sqrt2$ for the rewritten expression. The rest of the proof shows that this expression agrees with the original ratio for $0 < i < 1$: `hi'` is the half-angle formula and `hr` its square root.

```lean
/-- Near the critical bias, `arccos i` divided by `√(1 - i)` tends to `√2`. -/
theorem tendsto_arccos_div_sqrt :
    Tendsto (fun i : ℝ => arccos i / √(1 - i)) (𝓝[<] 1) (𝓝 √2) := by
  have hs : Tendsto (fun i : ℝ => Real.sinc (arccos i / 2)) (𝓝 1) (𝓝 1) :=
    (Real.continuous_sinc.comp (Real.continuous_arccos.div_const 2)).tendsto' 1 1 (by simp)
  have h : Tendsto (fun i : ℝ => √2 / Real.sinc (arccos i / 2)) (𝓝 1) (𝓝 √2) := by
    have h := (tendsto_const_nhds (x := √2)).div hs one_ne_zero
    rw [div_one] at h
    exact h
  refine (h.mono_left nhdsWithin_le_nhds).congr' ?_
  filter_upwards [Ioo_mem_nhdsLT (show (0 : ℝ) < 1 by norm_num)] with i hi
  have hθ : 0 < arccos i := Real.arccos_pos.mpr hi.2
  have hsin : 0 < sin (arccos i / 2) :=
    Real.sin_pos_of_pos_of_lt_pi (by linarith) (by linarith [Real.arccos_le_pi i])
  have h2 : √2 * √2 = (2 : ℝ) := Real.mul_self_sqrt (by norm_num)
  -- half-angle formula for `1 - i = 1 - cos θ`
  have hi' : 1 - i = (√2 * sin (arccos i / 2)) ^ 2 := by
    have hc := Real.cos_two_mul (arccos i / 2)
    rw [show 2 * (arccos i / 2) = arccos i by ring,
      Real.cos_arccos (by linarith [hi.1]) hi.2.le] at hc
    rw [mul_pow, Real.sq_sqrt (by norm_num)]
    linarith [Real.sin_sq_add_cos_sq (arccos i / 2)]
  have hr : √(1 - i) = √2 * sin (arccos i / 2) := by
    rw [hi', Real.sqrt_sq (by positivity)]
  rw [hr, Real.sinc_of_ne_zero (by positivity), div_div_eq_mul_div,
    div_eq_div_iff hsin.ne' (by positivity)]
  linear_combination (arccos i * sin (arccos i / 2) / 2) * h2
```

Q: And the prefactor?

A: As $i \to 1^-$, both $\Delta U(i)$ and $(1-i)^{3/2}$ tend to zero, so L'Hôpital's rule applies. The derivative of the denominator is $-\tfrac32\sqrt{1-i}$, which is nonzero for $i < 1$. The quotient of the derivatives is

$$\frac{-2E_J\arccos i}{-\frac32\sqrt{1-i}} = \frac{4E_J}{3}\,\frac{\arccos i}{\sqrt{1-i}} \longrightarrow \frac{4\sqrt2}{3}\,E_J,$$

and $\Delta U(i)/(1-i)^{3/2}$ has the same limit.

The proof prepares exactly these ingredients. `hf` and `hg` are the two limits to zero, `hg'` is the derivative of the denominator, and `hdiv` is the limit of the quotient of derivatives. The last step applies Mathlib's version of the rule on the interval $(0,1)$. The exponent is the real number `(3 / 2 : ℝ)`, so no rounding to an integer is involved.

```lean
/-- As the bias approaches its critical value from below, the barrier divided by
`(1 - i)^(3/2)` tends to `4 √2 EJ / 3`. -/
theorem barrier_critical_scaling (EJ : ℝ) :
    Tendsto (fun i : ℝ => barrier EJ i / (1 - i) ^ (3 / 2 : ℝ)) (𝓝[<] 1)
      (𝓝 (4 * √2 * EJ / 3)) := by
  have hf : Tendsto (barrier EJ) (𝓝[<] 1) (𝓝 0) := by
    rw [show barrier EJ = _ from funext (barrier_eq EJ)]
    have hc : Continuous fun i : ℝ => 2 * EJ * (√(1 - i ^ 2) - i * arccos i) :=
      continuous_const.mul ((by fun_prop : Continuous fun i : ℝ => √(1 - i ^ 2)).sub
        (continuous_id.mul Real.continuous_arccos))
    exact (hc.tendsto' 1 0 (by simp)).mono_left nhdsWithin_le_nhds
  have hg : Tendsto (fun i : ℝ => (1 - i) ^ (3 / 2 : ℝ)) (𝓝[<] 1) (𝓝 0) := by
    have hc : Continuous fun i : ℝ => (1 - i) ^ (3 / 2 : ℝ) :=
      (continuous_const.sub continuous_id).rpow_const fun _ => Or.inr (by norm_num)
    exact (hc.tendsto' 1 0 (by rw [sub_self, Real.zero_rpow (by norm_num)])).mono_left
      nhdsWithin_le_nhds
  have hg' : ∀ x ∈ Ioo (0 : ℝ) 1, HasDerivAt (fun i : ℝ => (1 - i) ^ (3 / 2 : ℝ))
      (-(3 / 2) * √(1 - x)) x := by
    intro x hx
    have h := ((hasDerivAt_id' x).const_sub 1).rpow_const (p := 3 / 2)
      (Or.inl (sub_pos.mpr hx.2).ne')
    refine h.congr_deriv ?_
    rw [Real.sqrt_eq_rpow, show (3 / 2 : ℝ) - 1 = 1 / 2 by norm_num]
    ring
  have hdiv : Tendsto (fun x : ℝ => (-2 * EJ * arccos x) / (-(3 / 2) * √(1 - x)))
      (𝓝[<] 1) (𝓝 (4 * √2 * EJ / 3)) := by
    rw [show 4 * √2 * EJ / 3 = 4 * EJ / 3 * √2 by ring]
    exact (tendsto_arccos_div_sqrt.const_mul (4 * EJ / 3)).congr fun x => by ring
  -- L'Hôpital's rule at the critical bias
  exact HasDerivAt.lhopital_zero_left_on_Ioo (show (0 : ℝ) < 1 by norm_num)
    (fun x hx => hasDerivAt_barrier EJ (by linarith [hx.1]) hx.2) hg'
    (fun x hx => mul_ne_zero (by norm_num) (Real.sqrt_pos.mpr (sub_pos.mpr hx.2)).ne')
    hf hg hdiv

end

end JosephsonWashboard
```

```lean
#print axioms JosephsonWashboard.strictMonoOn_climb
-- 'JosephsonWashboard.strictMonoOn_climb' depends on axioms: [propext, Classical.choice, Quot.sound]
#print axioms JosephsonWashboard.barrier_endpoints
-- 'JosephsonWashboard.barrier_endpoints' depends on axioms: [propext, Classical.choice, Quot.sound]
#print axioms JosephsonWashboard.barrier_strictAntiOn
-- 'JosephsonWashboard.barrier_strictAntiOn' depends on axioms: [propext, Classical.choice, Quot.sound]
#print axioms JosephsonWashboard.barrier_critical_scaling
-- 'JosephsonWashboard.barrier_critical_scaling' depends on axioms: [propext, Classical.choice, Quot.sound]
```

Q: So I may replace the barrier by $\tfrac{4\sqrt2}{3}E_J(1-i)^{3/2}$ whenever the bias is high?

A: The theorem says that the ratio of the two tends to 1 when $E_J > 0$. It gives no error bound at a fixed bias, so for a given $i$ you should compare with the exact formula. Even at $i = 0$, far from the critical current, the two remain close: the power law gives about $1.886\,E_J$, while the exact barrier is $2E_J$, a shortfall of roughly six per cent.

Q: I came to this from Kramers theory, and I see neither friction nor temperature.

A: Neither is in the file. In the classical model with one phase coordinate and weak thermal noise, $\Delta U$ enters the rate of escape from the well through the factor $e^{-\Delta U/k_BT}$, where $T$ is the temperature and $k_B$ Boltzmann's constant. Friction and the junction's capacitance enter through the prefactor, which needs a dynamical model. The theorems concern the static potential alone, and they take its form as given: a sinusoidal current–phase relation and an ideal, constant bias current.

Q: Then my doubt shrinks to this: you have the barrier that a rate theory needs, but not the rate.

A: That is a fair reading. For $E_J > 0$ and $0 < i < 1$, the height you would put into the exponent is the one defined here. It is the full climb out of the well, because $U$ rises strictly from the minimum at $\arcsin i$ to the maximum at $\pi - \arcsin i$.
